# A lower bound on the mean number of particle pairs sharing a site, from the mean occupations

The theorem `pairs_bound` concerns N labelled particles on a finite set of sites, in a normalised state ψ that gives each configuration a complex amplitude; no exchange symmetry is assumed. It says that the mean number of unordered pairs of particles sharing a site is at least (∑ₛ nₛ² − N)/2, where nₛ is the mean number of particles on site s. The proof writes the number of such pairs in each configuration as half of the sum of the squared occupation numbers less N. It then averages over ‖ψ‖² and uses the fact that the variance of each occupation number is nonnegative.

Lean 4 with Mathlib refuses this proof:

```lean
import Mathlib

open Finset Function ComplexConjugate

namespace PairsBound

noncomputable section

variable {S : Type*} [Fintype S] [DecidableEq S] {N : ℕ}

/-- The number of unordered pairs of particles that share a site. -/
def pairs (c : Fin N → S) : ℝ :=
  (∑ i, ∑ j, if i ≠ j ∧ c i = c j then (1 : ℝ) else 0) / 2

/-- The mean number of particles on site `s` in a normalized state. -/
def meanOcc (ψ : (Fin N → S) → ℂ) (s : S) : ℝ :=
  ∑ q : Fin N × (Fin N → S) with q.2 q.1 = s, ‖ψ q.2‖ ^ 2

/-- In a normalized state the mean number of coincident pairs is at least
`(∑ n_s² - N)/2`, with `n_s` the mean occupations. -/
theorem pairs_bound {ψ : (Fin N → S) → ℂ} (hψ : ∑ c, ‖ψ c‖ ^ 2 = 1) :
    (∑ s, meanOcc ψ s ^ 2 - N) / 2 ≤ ∑ c, pairs c * ‖ψ c‖ ^ 2 := by
  obtain ⟨o, ho⟩ : ∃ o : (Fin N → S) → S → ℝ,
    o = fun c s => ∑ i, if c i = s then 1 else 0 := ⟨_, rfl⟩
  have hp : ∀ c : Fin N → S, pairs c = (∑ s, o c s ^ 2 - N) / 2 := fun c => by
    have h1 : ∑ s, o c s ^ 2 = ∑ i, ∑ j, if c i = c j then (1 : ℝ) else 0 := by
      simp only [ho, sq, sum_mul_sum]
      rw [sum_comm]
      refine sum_congr rfl fun i _ => ?_
      rw [sum_comm]
      refine sum_congr rfl fun j _ => ?_
      by_cases hc : c i = c j <;> simp [hc, Ne.symm hc]
    have h2 : ∀ i j, (if i ≠ j ∧ c i = c j then (1 : ℝ) else 0) =
        (if c i = c j then 1 else 0) - if i = j then 1 else 0 := fun i j => by
      by_cases hij : i = j <;> simp [hij]
    simp only [pairs, h1, h2, sum_sub_distrib]
    simp
  have hm : ∀ s, meanOcc ψ s = ∑ c, o c s * ‖ψ c‖ ^ 2 := fun s => by
    rw [meanOcc, sum_filter, Fintype.sum_prod_type, sum_comm]
    simp [ho, sum_mul]
  -- the variance of each occupation number is nonnegative
  have hv : ∀ s, meanOcc ψ s ^ 2 ≤ ∑ c, o c s ^ 2 * ‖ψ c‖ ^ 2 := fun s => by
    have h0 : 0 ≤ ∑ c, (o c s - meanOcc ψ s) ^ 2 * ‖ψ c‖ ^ 2 :=
      sum_nonneg fun _ _ => by positivity
    have h1 : ∑ c, (o c s - meanOcc ψ s) ^ 2 * ‖ψ c‖ ^ 2 = ∑ c, o c s ^ 2 * ‖ψ c‖ ^ 2
        - 2 * meanOcc ψ s * ∑ c, o c s * ‖ψ c‖ ^ 2 + meanOcc ψ s ^ 2 * ∑ c, ‖ψ c‖ ^ 2 := by
      rw [mul_sum, mul_sum, ← sum_sub_distrib, ← sum_add_distrib]
      exact sum_congr rfl fun _ _ => by ring
    rw [h1, ← hm, hψ] at h0
    nlinarith
  have ht : ∑ c, pairs c * ‖ψ c‖ ^ 2 =
      (∑ s, ∑ c, o c s ^ 2 * ‖ψ c‖ ^ 2 - N * ∑ c, ‖ψ c‖ ^ 2) / 2 := by
    rw [sum_comm, mul_sum, ← sum_sub_distrib, sum_div]
    refine sum_congr rfl fun c _ => ?_
    rw [hp, ← sum_mul]
    ring
  rw [ht, hψ]
  linarith [sum_le_sum fun s (_ : s ∈ univ) => hv s]

end

end PairsBound
```

The error:

```
Main.lean:32:52: error: Application type mismatch: The argument
  hc
has type
  c i = c j
but is expected to have type
  ?m.321 ≠ ?m.322
in the application
  Ne.symm hc
Main.lean:38:66: error: unsolved goals
S : Type u_1
inst✝¹ : Fintype S
inst✝ : DecidableEq S
N : ℕ
ψ : (Fin N → S) → ℂ
hψ : ∑ c, ‖ψ c‖ ^ 2 = 1
o : (Fin N → S) → S → ℝ
ho : o = fun c s => ∑ i, if c i = s then 1 else 0
hp : ∀ (c : Fin N → S), pairs c = (∑ s, o c s ^ 2 - ↑N) / 2
s : S
⊢ (∑ x, ∑ x_1, if x x_1 = s then ‖ψ x‖ ^ 2 else 0) = ∑ x, ↑(#{x_1 | x x_1 = s}) * ‖ψ x‖ ^ 2
Main.lean:40:14: warning: This simp argument is unused:
  sum_mul

Hint: Omit it from the simp argument list.
  [apply] simp [ho]

Note: This linter can be disabled with `set_option linter.unusedSimpArgs false`
```

What went wrong. The first error comes from `by_cases hc : c i = c j <;> simp [hc, Ne.symm hc]`, which runs the same `simp` call in both cases. `Ne.symm` needs an inequality, but in the first case `hc` is the equality `c i = c j`, so the term is ill-typed. The repair drops it, and `simp [hc]` closes both cases.

The second error is in `hm`, which expresses the mean occupation through `o`. There `simp` turns the inner sum of ones and zeros into the cardinality of a filtered set before `sum_mul` can distribute the factor `‖ψ x‖ ^ 2` over it. The right side is left as a cardinality times that factor, the left as a sum of conditionals, and the goal stays open. The warning that `sum_mul` is unused has the same cause.

The new `simp only` leaves out the rewrite to a cardinality, so `sum_mul` applies. `ite_mul`, `one_mul` and `zero_mul` then bring each product to the conditional form on the left.

The change, after which it compiles:

```diff
@@ -30,5 +30,5 @@
       rw [sum_comm]
       refine sum_congr rfl fun j _ => ?_
-      by_cases hc : c i = c j <;> simp [hc, Ne.symm hc]
+      by_cases hc : c i = c j <;> simp [hc]
     have h2 : ∀ i j, (if i ≠ j ∧ c i = c j then (1 : ℝ) else 0) =
         (if c i = c j then 1 else 0) - if i = j then 1 else 0 := fun i j => by
@@ -38,5 +38,5 @@
   have hm : ∀ s, meanOcc ψ s = ∑ c, o c s * ‖ψ c‖ ^ 2 := fun s => by
     rw [meanOcc, sum_filter, Fintype.sum_prod_type, sum_comm]
-    simp [ho, sum_mul]
+    simp only [ho, sum_mul, ite_mul, one_mul, zero_mul]
   -- the variance of each occupation number is nonnegative
   have hv : ∀ s, meanOcc ψ s ^ 2 ≤ ∑ c, o c s ^ 2 * ‖ψ c‖ ^ 2 := fun s => by
```
